# Uniqueness of purification: pure states with the same reduced state on A are related by a unitary on B

If two pure states of a composite system A ⊗ B could agree in every measurement on A and still differ by more than a unitary on B, a purification would depend on something besides the mixed state and the ancilla basis, and a party keeping B could be bound to a bit that the holder of A cannot read. The Lean file below shows that no such pair of pure states exists for finite-dimensional A and B.

```lean
import Mathlib

open Matrix
open scoped Kronecker InnerProductSpace ComplexOrder

namespace PurificationUniqueness

noncomputable section

variable {m n : Type*} [Fintype m] [Fintype n] [DecidableEq m] [DecidableEq n]

/-- The outer product `ψ ψ†` of a vector `ψ` with itself, with entries `ψ p * star (ψ q)`. -/
def proj {ι : Type*} (ψ : ι → ℂ) : Matrix ι ι ℂ := vecMulVec ψ (star ψ)

/-- The partial trace over subsystem B of an operator on A ⊗ B. -/
def traceB {m n : Type*} [Fintype n] (ρ : Matrix (m × n) (m × n) ℂ) : Matrix m m ℂ :=
  Matrix.of fun i j => ∑ k, ρ (i, k) (j, k)

/-- The vector `(I ⊗ U) ψ`, obtained by acting with `U` on subsystem B alone. -/
def localB (U : Matrix n n ℂ) (ψ : m × n → ℂ) : m × n → ℂ :=
  ((1 : Matrix m m ℂ) ⊗ₖ U) *ᵥ ψ

/-- The unnormalised vector of B that accompanies the basis state `i` of A in `ψ`. -/
def slice {m n : Type*} (ψ : m × n → ℂ) (i : m) : n → ℂ := fun k => ψ (i, k)

/-- The expectation value `⟨ψ, (M ⊗ I) ψ⟩` of an operator `M` acting on subsystem A. -/
def expA (M : Matrix m m ℂ) (ψ : m × n → ℂ) : ℂ :=
  star ψ ⬝ᵥ ((M ⊗ₖ (1 : Matrix n n ℂ)) *ᵥ ψ)

/-- Two families of vectors in a finite-dimensional Hilbert space with the same mutual
overlaps are mapped onto each other by a linear isometry of the space. -/
theorem exists_isometry_of_gram_eq {ι E : Type*} [NormedAddCommGroup E]
    [InnerProductSpace ℂ E] [FiniteDimensional ℂ E] (a b : ι → E)
    (h : ∀ i j, ⟪a i, a j⟫_ℂ = ⟪b i, b j⟫_ℂ) :
    ∃ W : E →ₗᵢ[ℂ] E, ∀ i, W (a i) = b i := by
  -- superpositions with the same coefficients have the same overlaps
  have key : ∀ x y : ι →₀ ℂ,
      ⟪Finsupp.linearCombination ℂ a x, Finsupp.linearCombination ℂ a y⟫_ℂ
        = ⟪Finsupp.linearCombination ℂ b x, Finsupp.linearCombination ℂ b y⟫_ℂ := by
    intro x y
    simp only [Finsupp.linearCombination_apply, Finsupp.sum, sum_inner, inner_sum,
      inner_smul_left, inner_smul_right, h]
  have hSa : ∀ i, Finsupp.linearCombination ℂ a (Finsupp.single i 1) = a i := by simp
  have hTb : ∀ i, Finsupp.linearCombination ℂ b (Finsupp.single i 1) = b i := by simp
  generalize Finsupp.linearCombination ℂ a = S at key hSa
  generalize Finsupp.linearCombination ℂ b = T at key hTb
  -- choose coefficients linearly for each vector in the span of the `a i`
  obtain ⟨g, hg⟩ := S.rangeRestrict.exists_rightInverse_of_surjective (by simp)
  have hg' : ∀ y : LinearMap.range S, S (g y) = y :=
    fun y => congrArg Subtype.val (LinearMap.congr_fun hg y)
  let L : LinearMap.range S →ₗᵢ[ℂ] E := (T ∘ₗ g).isometryOfInner (fun x y => by
    show ⟪T (g x), T (g y)⟫_ℂ = ⟪(x : E), (y : E)⟫_ℂ
    rw [← key, hg', hg'])
  -- extend the isometry from the span to the whole space
  refine ⟨L.extend, fun i => ?_⟩
  let y : LinearMap.range S := ⟨a i, ⟨Finsupp.single i 1, hSa i⟩⟩
  have h1 : L.extend (a i) = T (g y) := L.extend_apply y
  have h2 : S (g y - Finsupp.single i 1) = 0 := by
    rw [map_sub, hg', hSa]
    exact sub_self _
  have h3 : T (g y - Finsupp.single i 1) = 0 := by
    rw [← inner_self_eq_zero (𝕜 := ℂ), ← key, h2, inner_zero_left]
  rw [map_sub, hTb] at h3
  rw [h1]
  exact sub_eq_zero.mp h3

/-- Two families of vectors in `ℂⁿ` with the same mutual overlaps are mapped onto each
other by a unitary matrix. -/
theorem exists_unitary_of_gram_eq {ι : Type*} (a b : ι → n → ℂ)
    (h : ∀ i j, star (a i) ⬝ᵥ a j = star (b i) ⬝ᵥ b j) :
    ∃ U ∈ unitaryGroup n ℂ, ∀ i, U *ᵥ a i = b i := by
  have hin : ∀ x y : EuclideanSpace ℂ n, ⟪x, y⟫_ℂ = star x.ofLp ⬝ᵥ y.ofLp := by
    intro x y
    rw [EuclideanSpace.inner_eq_star_dotProduct, dotProduct_comm]
  obtain ⟨W, hW⟩ := exists_isometry_of_gram_eq
    (fun i => (WithLp.toLp 2 (a i) : EuclideanSpace ℂ n))
    (fun i => (WithLp.toLp 2 (b i) : EuclideanSpace ℂ n))
    (fun i j => (hin _ _).trans ((h i j).trans
      (hin (WithLp.toLp 2 (b i)) (WithLp.toLp 2 (b j))).symm))
  obtain ⟨e, he⟩ : ∃ e : OrthonormalBasis n ℂ (EuclideanSpace ℂ n),
      ∀ x i, (e.repr x).ofLp i = x.ofLp i :=
    ⟨EuclideanSpace.basisFun n ℂ, fun x i => by simp⟩
  -- the columns of `U` are the images of the standard basis
  refine ⟨Matrix.of fun j k => (W (e k)).ofLp j, ?_, fun i => ?_⟩
  · rw [mem_unitaryGroup_iff']
    ext k l
    have h1 := W.inner_map_map (e k) (e l)
    rw [hin (W (e k)), orthonormal_iff_ite.mp e.orthonormal k l] at h1
    rw [Matrix.one_apply]
    exact Eq.trans (by simp [mul_apply, dotProduct, star_apply]) h1
  · have hx : ∀ x, W x = ∑ k, x.ofLp k • W (e k) := by
      intro x
      conv_lhs => rw [← e.sum_repr x]
      simp [he]
    funext j
    have h2 := congrArg (fun v : EuclideanSpace ℂ n => v.ofLp j) ((hx _).symm.trans (hW i))
    simpa [mulVec, dotProduct, mul_comm] using h2

omit [DecidableEq n] in
/-- The operator `I ⊗ U` acts by `U` on each B-vector of the state. -/
theorem slice_localB (U : Matrix n n ℂ) (ψ : m × n → ℂ) (i : m) :
    slice (localB U ψ) i = U *ᵥ slice ψ i := by
  funext k
  simp only [slice, localB, mulVec, dotProduct, Fintype.sum_prod_type, kroneckerMap_apply]
  rw [Finset.sum_comm]
  simp [one_apply, ite_mul]

/-- The entries of the reduced state of A are the overlaps of the B-vectors of the state. -/
theorem traceB_proj_apply {m n : Type*} [Fintype n] (ψ : m × n → ℂ) (i j : m) :
    traceB (proj ψ) i j = star (slice ψ j) ⬝ᵥ slice ψ i := by
  simp [traceB, proj, vecMulVec_apply, dotProduct, slice, mul_comm]

/-- Uniqueness of purification: two vectors on A ⊗ B with the same reduced state on A
differ by a unitary acting on B alone. -/
theorem purification_unique (ψ φ : m × n → ℂ) (h : traceB (proj ψ) = traceB (proj φ)) :
    ∃ U ∈ unitaryGroup n ℂ, φ = localB U ψ := by
  obtain ⟨U, hU, hact⟩ := exists_unitary_of_gram_eq (slice ψ) (slice φ) (fun i j => by
    rw [← traceB_proj_apply, ← traceB_proj_apply, h])
  refine ⟨U, hU, ?_⟩
  funext p
  exact (congrFun ((slice_localB U ψ p.1).trans (hact p.1)) p.2).symm

/-- Converse: a unitary acting on B alone leaves the reduced state on A unchanged. -/
theorem traceB_localB (ψ : m × n → ℂ) (U : Matrix n n ℂ) (hU : U ∈ unitaryGroup n ℂ) :
    traceB (proj (localB U ψ)) = traceB (proj ψ) := by
  have hU' : Uᴴ * U = 1 := mem_unitaryGroup_iff'.mp hU
  ext i j
  rw [traceB_proj_apply, traceB_proj_apply, slice_localB, slice_localB, Matrix.star_mulVec,
    Matrix.dotProduct_mulVec, Matrix.vecMul_vecMul, hU', Matrix.vecMul_one]

omit [DecidableEq m] in
/-- The expectation value of `M ⊗ I` is the trace of `M` against the reduced state on A. -/
theorem expA_eq_trace (M : Matrix m m ℂ) (ψ : m × n → ℂ) :
    expA M ψ = trace (M * traceB (proj ψ)) := by
  simp only [expA, dotProduct, mulVec, trace, diag_apply, mul_apply, traceB, proj, of_apply,
    vecMulVec_apply, Fintype.sum_prod_type, kroneckerMap_apply, one_apply, mul_ite, ite_mul,
    mul_one, mul_zero, zero_mul, Finset.sum_ite_eq, Finset.mem_univ, if_true, Finset.mul_sum]
  refine Finset.sum_congr rfl fun i _ => ?_
  rw [Finset.sum_comm]
  refine Finset.sum_congr rfl fun j _ => Finset.sum_congr rfl fun k _ => ?_
  ring

/-- Two vectors on A ⊗ B give the same value of `expA M` for every Hermitian `M` on A if and
only if a unitary on B alone turns one into the other. -/
theorem concealing_iff_local_unitary (ψ φ : m × n → ℂ) :
    (∀ M : Matrix m m ℂ, M.IsHermitian → expA M ψ = expA M φ) ↔
      ∃ U ∈ unitaryGroup n ℂ, φ = localB U ψ := by
  constructor
  · intro h
    have herm : ∀ χ : m × n → ℂ, (traceB (proj χ)).IsHermitian := fun χ =>
      Matrix.IsHermitian.ext fun i j => by
        simp [traceB, proj, vecMulVec_apply, mul_comm]
    -- measure the difference of the two reduced states itself
    have hD := (herm ψ).sub (herm φ)
    have h0 : trace ((traceB (proj ψ) - traceB (proj φ))ᴴ
        * (traceB (proj ψ) - traceB (proj φ))) = 0 := by
      rw [hD.eq, Matrix.mul_sub, trace_sub, ← expA_eq_trace _ ψ, ← expA_eq_trace _ φ,
        h _ hD, sub_self]
    exact purification_unique ψ φ
      (sub_eq_zero.mp (Matrix.trace_conjTranspose_mul_self_eq_zero_iff.mp h0))
  · rintro ⟨U, hU, rfl⟩ M _
    rw [expA_eq_trace, expA_eq_trace, traceB_localB ψ U hU]

/-- The two-qubit vector `(3 e₀₀ + 4 e₁₁) / 5`. -/
def psi0 : Fin 2 × Fin 2 → ℂ := fun p => !![3 / 5, 0; 0, 4 / 5] p.1 p.2

/-- The two-qubit vector `(3 e₀₁ + 4 e₁₀) / 5`. -/
def psi1 : Fin 2 × Fin 2 → ℂ := fun p => !![0, 3 / 5; 4 / 5, 0] p.1 p.2

/-- The vectors `psi0` and `psi1` are orthonormal, have the same reduced state on A, and are
related by the Pauli matrix `X` on B. -/
theorem purification_unique_witness :
    star psi0 ⬝ᵥ psi0 = 1 ∧ star psi1 ⬝ᵥ psi1 = 1 ∧ star psi0 ⬝ᵥ psi1 = 0 ∧
      traceB (proj psi0) = traceB (proj psi1) ∧ psi1 = localB !![0, 1; 1, 0] psi0 := by
  have hloc : psi1 = localB !![0, 1; 1, 0] psi0 := by
    funext ⟨i, k⟩
    refine Eq.trans ?_ (congrFun (slice_localB !![0, 1; 1, 0] psi0 i) k).symm
    fin_cases i <;> fin_cases k <;>
      simp [psi0, psi1, slice, mulVec, dotProduct, Fin.sum_univ_succ]
  have hX : (!![0, 1; 1, 0] : Matrix (Fin 2) (Fin 2) ℂ) ∈ unitaryGroup (Fin 2) ℂ := by
    rw [mem_unitaryGroup_iff']
    ext i j
    fin_cases i <;> fin_cases j <;> simp [mul_apply, star_apply, Fin.sum_univ_succ]
  refine ⟨?_, ?_, ?_, ?_, hloc⟩
  · norm_num [psi0, dotProduct, Fintype.sum_prod_type, Fin.sum_univ_succ, map_ofNat]
  · norm_num [psi1, dotProduct, Fintype.sum_prod_type, Fin.sum_univ_succ, map_ofNat]
  · norm_num [psi0, psi1, dotProduct, Fintype.sum_prod_type, Fin.sum_univ_succ, map_ofNat]
  · rw [hloc, traceB_localB psi0 _ hX]

end

end PurificationUniqueness
```

```lean
#print axioms PurificationUniqueness.purification_unique
#print axioms PurificationUniqueness.concealing_iff_local_unitary
```

```
'PurificationUniqueness.purification_unique' depends on axioms: [propext, Classical.choice, Quot.sound]
'PurificationUniqueness.concealing_iff_local_unitary' depends on axioms: [propext, Classical.choice, Quot.sound]
```

## What the statements say

The finite types `m` and `n` label orthonormal bases of A and B. Indices i, j run over `m` and k, l over `n`. A state vector is a function `ψ : m × n → ℂ` with amplitudes ψ(i,k). A star after a number means complex conjugation, † is the adjoint (`ᴴ`, or `star` on matrices), and ⟨u, v⟩ = Σₖ u(k)* v(k) is antilinear in its first argument; in Lean it is written with `star` on the left factor of `⬝ᵥ`.

`proj ψ` is the operator ψψ†, with entry ψ(p) ψ(q)* at a pair of composite indices p, q. `traceB` sums over the diagonal in B, so the reduced state of A, written ρ here, is

    ρ(i,j) = Σₖ ψ(i,k) ψ(j,k)*.

The reduced state of a second vector φ is written σ. `localB U ψ` is (I ⊗ U)ψ, built with the Kronecker product `⊗ₖ`, A being the first factor. `slice ψ i` is the vector sᵢ of B with components sᵢ(k) = ψ(i,k), so that, with eᵢ the basis vectors of A,

    ψ = Σᵢ eᵢ ⊗ sᵢ.

The slices are in general neither normalised nor orthogonal. Finally `expA M ψ` is ⟨ψ, (M ⊗ I)ψ⟩ for a matrix M on A.

`purification_unique` says: if ρ = σ as matrices, there is a U in `unitaryGroup n ℂ`, the unitary matrices on B, with φ = (I ⊗ U)ψ. `traceB_localB` is the converse: a unitary on B leaves ρ unchanged. `concealing_iff_local_unitary` says that ⟨ψ, (M ⊗ I)ψ⟩ = ⟨φ, (M ⊗ I)φ⟩ holds for all Hermitian M if and only if such a U exists.

Neither vector is assumed normalised. For a nonzero vector of norm other than one, ρ has trace ‖ψ‖², the physical density matrix is ρ/‖ψ‖², and the physical expectation value is `expA M ψ` divided by ‖ψ‖². Either hypothesis forces ‖ψ‖ = ‖φ‖, by taking the trace of ρ = σ or by choosing M = I. The equality φ = (I ⊗ U)ψ is one of vectors, and a global phase between ψ and φ is absorbed in U. The theorem gives existence of U only. U is fixed on the span of the slices of ψ, and on the orthogonal complement it may be any isometry onto the orthogonal complement of the span of the slices of φ, so it is unique just when the slices of ψ span B. When B is one-dimensional, U is a phase.

`purification_unique_witness` is a two-qubit example. With eᵢₖ = eᵢ ⊗ eₖ,

    psi0 = (3 e₀₀ + 4 e₁₁)/5,    psi1 = (3 e₀₁ + 4 e₁₀)/5.

The theorem states that both have unit norm, that they are orthogonal, that their reduced states are equal, and that psi1 = (I ⊗ X) psi0 with X the Pauli matrix `!![0, 1; 1, 0]`. The slices of psi0 are (3/5, 0) and (0, 4/5), those of psi1 are (0, 3/5) and (4/5, 0), and from these the common reduced state is diag(9/25, 16/25).

## The physics

A purification of a density matrix ρ on A is a vector ψ on A ⊗ B whose reduced state is ρ. The main theorem says that, for a given finite ancilla B, all purifications of ρ lie in one orbit of the unitary group of B. In finite-temperature tensor-network simulation a thermal state of a finite lattice is often stored as such a vector, and for a finite ancilla of fixed dimension the unitaries on the ancilla are the whole freedom in the choice of that vector.

In a commitment scheme the joint state after the commit phase is ψ for bit 0 and φ for bit 1; the receiver holds A and the committer keeps B. Perfect concealment means that no measurement on A depends on the bit, which is modelled as agreement of `expA` for all Hermitian M. The right-hand side of `concealing_iff_local_unitary` means that the committer can turn ψ into φ without touching A, so the commitment does not bind. The witness shows that this happens even for orthogonal states, which someone holding both qubits distinguishes with certainty.

The no-go theorem for quantum bit commitment concerns whole interactive protocols and approximate concealment. The file treats one step of the argument, at a single moment: two given pure states, finite dimension, exact concealment. That measurements, random choices and messages can be replaced by unitary operations on larger systems, so that the joint state is pure, is assumed in the choice of model. The theorem provides a U for each given pair ψ, φ; it does not say whether one U serves when the states depend on data the committer does not know. The approximate case, where ρ and σ are only close, is not treated.

## Why it is true

The proof turns the reduced state into a table of overlaps. Comparing the formula for ρ with the definition of the slices,

    ρ(i,j) = Σₖ sⱼ(k)* sᵢ(k) = ⟨sⱼ, sᵢ⟩,

which is `traceB_proj_apply`; the order of the indices is reversed between the two sides. Next, with δ the Kronecker delta,

    ((I ⊗ U)ψ)(i,k) = Σⱼ Σₗ δ(i,j) U(k,l) ψ(j,l) = (U sᵢ)(k),

which is `slice_localB`: the sum over `m × n` is split by `Fintype.sum_prod_type` and the delta removes the sum over j. Let tᵢ be the slices of φ. Then ρ = σ means ⟨sᵢ, sⱼ⟩ = ⟨tᵢ, tⱼ⟩ for all i, j, and φ = (I ⊗ U)ψ means U sᵢ = tᵢ for all i. What remains is a statement about two families of vectors with the same Gram matrix.

`exists_isometry_of_gram_eq` proves it for families aᵢ, bᵢ in any finite-dimensional complex inner product space E, with i now in an arbitrary index type `ι`. For coefficient lists x with finitely many nonzero entries xᵢ, put

    S x = Σᵢ xᵢ aᵢ,    T x = Σᵢ xᵢ bᵢ.

Expanding both arguments and using the equal overlaps gives, for lists x and y,

    ⟨S x, S y⟩ = Σᵢ Σⱼ xᵢ* yⱼ ⟨aᵢ, aⱼ⟩ = Σᵢ Σⱼ xᵢ* yⱼ ⟨bᵢ, bⱼ⟩ = ⟨T x, T y⟩.

This is `key`. By hand one defines L(S x) = T x on the span of the aᵢ. The aᵢ may be linearly dependent, so one checks that this is well defined: if S x = S y, then ‖T(x − y)‖² = ‖S(x − y)‖² = 0. The same identity shows that L preserves inner products. In Lean a linear map `g` first chooses a coefficient list for each vector v of the span, with S(g v) = v (`hg'`), and `L` is T after g, turned into an isometry by `isometryOfInner` using `key`. The check of well-definedness returns at the end. The list g(aᵢ) and the list `Finsupp.single i 1`, with a single 1 at position i, both represent aᵢ, so S kills their difference (`h2`), hence so does T (`h3`), and L aᵢ = bᵢ.

To extend L to E, note that the span and its image under L have the same dimension, so in finite dimension their orthogonal complements do too, and an orthonormal basis of one complement can be sent to one of the other. `L.extend` supplies this extension, the isometry W.

`exists_unitary_of_gram_eq` writes W as a matrix for E = ℂⁿ, the space of functions on `n`. With eₖ now the standard basis of that space, the column k of U is W eₖ, and

    (U†U)(k,l) = ⟨W eₖ, W eₗ⟩ = ⟨eₖ, eₗ⟩ = δ(k,l).

For a square matrix U†U = I suffices for unitarity, which is `mem_unitaryGroup_iff'`. Expanding a vector in the basis (`hx`) shows that U acts as W, so U aᵢ = bᵢ. `purification_unique` applies this to `slice ψ` and `slice φ` and reads the conclusion back with `slice_localB`. The converse `traceB_localB` is one line on slices:

    ⟨U sⱼ, U sᵢ⟩ = ⟨sⱼ, U†U sᵢ⟩ = ⟨sⱼ, sᵢ⟩.

For the concealment statement, `expA_eq_trace` computes, for any matrix M,

    ⟨ψ, (M ⊗ I)ψ⟩ = Σᵢ Σⱼ Σₖ ψ(i,k)* M(i,j) ψ(j,k) = Σᵢ Σⱼ M(i,j) ρ(j,i) = Tr(Mρ).

Suppose all Hermitian observables agree. Both ρ and σ are Hermitian (`herm`), so D = ρ − σ is itself an observable (`hD`), and

    Tr(D†D) = Tr(Dρ) − Tr(Dσ) = ⟨ψ, (D ⊗ I)ψ⟩ − ⟨φ, (D ⊗ I)φ⟩ = 0.

This is `h0`. Since Tr(D†D) = Σᵢ Σⱼ |D(i,j)|², D vanishes, and `purification_unique` gives U. In the other direction `traceB_localB` gives σ = ρ, and the two traces against M coincide. The witness uses that same lemma: `hloc` checks X on each slice, `hX` checks X†X = I, and equality of the reduced states follows.

## When a hypothesis is missing

The examples here and the variants below are worked on paper and have not been put through Lean. Without ρ = σ, take ψ = e₀₀ and φ = e₁₀. Both are unit vectors, but the slice s₁ of ψ is zero while t₁ is not, and no matrix sends zero to a nonzero vector. Without unitarity in `traceB_localB`, U = 2I multiplies ρ by 4. Without `FiniteDimensional ℂ E`, take the square-summable sequences with basis e₀, e₁, e₂, … and the families aᵢ = eᵢ₊₁, bᵢ = eᵢ. Both are orthonormal, so the Gram matrices agree, but W e₀ would have to be a unit vector orthogonal to every eᵢ, and none exists. Purity, which `proj` builds in, also matters: the projector on (e₀₀ + e₁₁)/√2 and the equal mixture of the projectors on e₀₀ and e₁₁ both reduce to I/2 on A, yet a unitary cannot turn an operator of rank one into one of rank two.

## Other ways to model it

The amplitudes could be collected in a matrix Ψ with Ψ(i,k) = ψ(i,k), and likewise Φ. Then ρ = ΨΨ† and (I ⊗ U)ψ becomes ΨUᵀ, and the theorem reads

    ΨΨ† = ΦΦ†  implies  Φ = ΨUᵀ with U unitary.

This is shorter, but the partial trace and the local action are no longer visible as such, and a transpose has to be tracked. A change of content comes from letting φ use a second ancilla B′ of dimension at least that of B. The conclusion would then be φ = (I ⊗ V)ψ with a rectangular V from B to B′ obeying V†V = I, and VV† = I would fail when B′ is strictly larger.
